# At Courant number one, leapfrog solutions of the wave equation on the integer lattice are sums of a right-moving and a left-moving profile

## The scheme and its conventions

A wave $\phi(x,t)$ of constant speed $c$ in one dimension obeys $\partial_t^2\phi = c^2\,\partial_x^2\phi$. On a grid with spacing $h$ and time step $\tau$, write $u(n,j)$ for the numerical value at time $n\tau$ and position $jh$. The time index comes first. The leapfrog scheme replaces both second derivatives by central second differences:

$$u(n+1,j)-2u(n,j)+u(n-1,j)=C^2\,[\,u(n,j+1)-2u(n,j)+u(n,j-1)\,],\qquad C=\frac{c\tau}{h}.$$

The Courant number $C$ is the number of cells that the wave crosses in one time step. The choice $C=1$, or $\tau=h/c$, is known as the magic time step.

Both indices run over all of $\mathbb Z$, so the lattice has no boundaries and no first or last time. The values of $u$ lie in a real vector space $V$ of any dimension; $V=\mathbb R$ is the scalar wave, and a larger $V$ holds several field components that obey the same scheme.

```lean
import Mathlib

namespace MagicTimeStep

variable {V : Type*} [AddCommGroup V] [Module ℝ V]
```

`Leapfrog C u` is the statement that the scheme holds at every lattice point. The symbol `•` multiplies a vector in $V$ by a real number. Here $C$ is simply a real parameter; its relation to $c$, $\tau$ and $h$ enters later, with the sampled waves.

```lean
/-- The leapfrog scheme for the wave equation with Courant number `C`: the second difference
in time (index `n`) equals `C ^ 2` times the second difference in space (index `j`). -/
def Leapfrog (C : ℝ) (u : ℤ → ℤ → V) : Prop :=
  ∀ n j, u (n + 1) j - (2 : ℝ) • u n j + u (n - 1) j
    = C ^ 2 • (u n (j + 1) - (2 : ℝ) • u n j + u n (j - 1))
```

A simulation runs on a finite grid with boundary conditions, and the passage from the infinite lattice to that setting is left open here. In a one-dimensional finite-difference time-domain calculation for a uniform, lossless and non-dispersive medium without sources, eliminating the magnetic field gives this scheme for the electric field. If such a calculation runs at $C=1$, the d'Alembert form below describes its pulses until they reach a boundary.

## The central value drops out

At $C=1$ both sides contain $-2u(n,j)$. Cancelling it leaves

$$u(n+1,j)+u(n-1,j)=u(n,j+1)+u(n,j-1).$$

Adding the term back recovers the scheme, so the two conditions are equivalent. In the proof, `linear_combination (norm := module)` does this cancellation in $V$: it checks that the goal differs from the given equation only by vector-space algebra.

```lean
/-- At Courant number one the central value drops out of the scheme, and a relation between
the four nearest neighbours of a grid point remains. -/
theorem leapfrog_one_iff {u : ℤ → ℤ → V} :
    Leapfrog 1 u ↔ ∀ n j, u (n + 1) j + u (n - 1) j = u n (j + 1) + u n (j - 1) := by
  constructor
  · intro h n j
    have e := h n j
    simp only [one_pow, one_smul] at e
    linear_combination (norm := module) e
  · intro h n j
    simp only [one_pow, one_smul]
    linear_combination (norm := module) h n j
```

## From one step to any number of steps

If $\varphi(k+1)=\varphi(k)$ for every integer $k$, then $\varphi(k)=\varphi(0)$ for every $k$. Induction upwards from $0$ uses the relation as it stands. Induction downwards uses it at $k=-i-1$, which gives $\varphi(-i)=\varphi(-i-1)$.

```lean
/-- A quantity on the integers that does not change in a single step is constant. -/
theorem const_of_step {α : Type*} {φ : ℤ → α} (h : ∀ k, φ (k + 1) = φ k) (k : ℤ) :
    φ k = φ 0 := by
  refine Int.induction_on k rfl (fun i ih => (h _).trans ih) (fun i ih => ?_)
  have e := h (-(i : ℤ) - 1)
  rw [sub_add_cancel] at e
  exact e.symm.trans ih
```

## The parallelogram law

The characteristics are the lattice lines $j-n=\text{const}$, followed by right-moving signals, and $j+n=\text{const}$, followed by left-moving ones. Let

$$D(n,j)=u(n+1,j-1)-u(n,j)$$

be the change of $u$ over one left-moving step. The four-point relation centred at $(n+1,j)$ reads

$$u(n+2,j)+u(n,j)=u(n+1,j+1)+u(n+1,j-1),$$

and rearranging it gives

$$D(n+1,j+1)=u(n+2,j)-u(n+1,j+1)=u(n+1,j-1)-u(n,j)=D(n,j).$$

A right-moving step therefore leaves $D$ unchanged, and $D(n+b,j+b)=D(n,j)$ for every integer $b$. This is `strip` in the proof.

Now fix $b$ and set $E(k)=u(n+k+b,\,j-k+b)-u(n+k,\,j-k)$. Then

$$E(k+1)-E(k)=D(n+k+b,\,j-k+b)-D(n+k,\,j-k)=0,$$

so $E(a)=E(0)$ for every integer $a$. Written out, this is

$$u(n+a+b,\,j-a+b)+u(n,j)=u(n+a,\,j-a)+u(n+b,\,j+b).$$

The sums over opposite corners of a characteristic parallelogram agree. The smallest proper case, $a=b=1$, is the four-point relation itself; if $a$ or $b$ is zero, the parallelogram collapses and the identity is trivial. Both integers may be negative.

The proof uses `const_of_step` twice, first for $D$ along $b$ and then for $E$ along $a$. The `ring` rewrites bring the lattice indices to a common form.

```lean
/-- Parallelogram law: for a solution at Courant number one, the sums over opposite corners
of any parallelogram with sides along the two characteristic directions agree. -/
theorem parallelogram {u : ℤ → ℤ → V} (h : Leapfrog 1 u) (n j a b : ℤ) :
    u (n + a + b) (j - a + b) + u n j = u (n + a) (j - a) + u (n + b) (j + b) := by
  rw [leapfrog_one_iff] at h
  -- the difference along one characteristic is carried unchanged along the other
  have strip : ∀ n j b : ℤ, u (n + b + 1) (j + b - 1) - u (n + b) (j + b)
      = u (n + 1) (j - 1) - u n j := by
    intro n j b
    have step : ∀ k : ℤ, u (n + (k + 1) + 1) (j + (k + 1) - 1) - u (n + (k + 1)) (j + (k + 1))
        = u (n + k + 1) (j + k - 1) - u (n + k) (j + k) := by
      intro k
      have e := h (n + k + 1) (j + k)
      rw [show n + k + 1 - 1 = n + k by ring] at e
      rw [show n + (k + 1) + 1 = n + k + 1 + 1 by ring, show j + (k + 1) - 1 = j + k by ring,
        show n + (k + 1) = n + k + 1 by ring, show j + (k + 1) = j + k + 1 by ring]
      linear_combination (norm := module) e
    have e := const_of_step
      (φ := fun k => u (n + k + 1) (j + k - 1) - u (n + k) (j + k)) step b
    simp only [add_zero] at e
    exact e
  -- adding up such strips fills the parallelogram
  have step : ∀ k : ℤ, u (n + (k + 1) + b) (j - (k + 1) + b) - u (n + (k + 1)) (j - (k + 1))
      = u (n + k + b) (j - k + b) - u (n + k) (j - k) := by
    intro k
    have e := strip (n + k) (j - k) b
    rw [show n + (k + 1) + b = n + k + b + 1 by ring,
      show j - (k + 1) + b = j - k + b - 1 by ring,
      show n + (k + 1) = n + k + 1 by ring, show j - (k + 1) = j - k - 1 by ring]
    linear_combination (norm := module) e
  have e := const_of_step
    (φ := fun k => u (n + k + b) (j - k + b) - u (n + k) (j - k)) step a
  simp only [add_zero, sub_zero] at e
  linear_combination (norm := module) e
```

## The discrete d'Alembert formula

Let $u$ solve the scheme at $C=1$. For a lattice point $(n,j)$ put $p=j-n$ and $q=j+n$. These differ by $2n$, so they have the same remainder $r\in\{0,1\}$ on division by 2. Apply the parallelogram law from the base point $(0,r)$ with $a=-\lfloor p/2\rfloor$ and $b=\lfloor q/2\rfloor$. Since $p=2\lfloor p/2\rfloor+r$ and $q=2\lfloor q/2\rfloor+r$,

$$a+b=\frac{q-p}{2}=n,\qquad r-a+b=r+\frac{p+q-2r}{2}=j,$$

so the far corner is $(n,j)$, and

$$u(n,j)=u(-\lfloor p/2\rfloor,\,r+\lfloor p/2\rfloor)+u(\lfloor q/2\rfloor,\,r+\lfloor q/2\rfloor)-u(0,r).$$

The remainder $r$ can be computed from $p$ alone or from $q$ alone. The first term is therefore a function $f(p)$, and the other two together are a function $g(q)$. Hence $u(n,j)=f(j-n)+g(j+n)$. Two base points are needed because characteristic steps never change the parity of $j+n$.

For the converse, substitute $u(n,j)=f(j-n)+g(j+n)$ into the four-point relation. Both sides become

$$f(j-n-1)+f(j-n+1)+g(j+n+1)+g(j+n-1).$$

The theorem states this equivalence for every $u$ on the lattice, with no decay or regularity condition. In its proof, `p / 2` and `p % 2` are the floor and the remainder used above, and `omega` verifies the integer identities for the corners.

```lean
/-- Discrete d'Alembert formula: a field solves the leapfrog scheme at Courant number one if
and only if it is a right-moving profile plus a left-moving profile on the lattice. -/
theorem leapfrog_one_iff_dAlembert {u : ℤ → ℤ → V} :
    Leapfrog 1 u ↔ ∃ f g : ℤ → V, ∀ n j, u n j = f (j - n) + g (j + n) := by
  constructor
  · intro h
    -- read off both profiles on the characteristics through the base points (0, 0) and (0, 1)
    refine ⟨fun p => u (-(p / 2)) (p % 2 + p / 2),
      fun q => u (q / 2) (q % 2 + q / 2) - u 0 (q % 2), fun n j => ?_⟩
    have e := parallelogram h 0 ((j + n) % 2) (-((j - n) / 2)) ((j + n) / 2)
    rw [show 0 + -((j - n) / 2) + (j + n) / 2 = n by omega,
      show (j + n) % 2 - -((j - n) / 2) + (j + n) / 2 = j by omega,
      show 0 + -((j - n) / 2) = -((j - n) / 2) by omega,
      show (j + n) % 2 - -((j - n) / 2) = (j - n) % 2 + (j - n) / 2 by omega,
      zero_add] at e
    show u n j = u (-((j - n) / 2)) ((j - n) % 2 + (j - n) / 2)
      + (u ((j + n) / 2) ((j + n) % 2 + (j + n) / 2) - u 0 ((j + n) % 2))
    linear_combination (norm := module) e
  · rintro ⟨f, g, hu⟩
    rw [leapfrog_one_iff]
    intro n j
    simp only [hu]
    rw [show j - (n + 1) = j - 1 - n by ring, show j + (n + 1) = j + 1 + n by ring,
      show j - (n - 1) = j + 1 - n by ring, show j + (n - 1) = j - 1 + n by ring]
    abel
```

A small instance shows the formula at work. Start with $u(0,0)=2$ and $u(1,1)=u(1,-1)=1$, and with zeros elsewhere at times 0 and 1. The four-point relation gives

$$u(2,0)=u(1,1)+u(1,-1)-u(0,0)=1+1-2=0,$$
$$u(2,2)=u(1,3)+u(1,1)-u(0,2)=0+1-0=1,$$

and $u(2,-2)=1$ in the same way. The pulse splits into two unit pulses that move apart by one cell each per step. Both profiles can be taken as the unit pulse $\delta$, with $\delta(0)=1$ and $\delta(k)=0$ otherwise.

## How far the profiles are determined

Suppose that $(f,g)$ and $(f',g')$ give the same field; the primes mark a second pair and are not derivatives. Equality at time $0$, and at time $1$ at the site $k+1$, says

$$f'(k)+g'(k)=f(k)+g(k),\qquad f'(k)+g'(k+2)=f(k)+g(k+2).$$

Let $c(k)=f'(k)-f(k)$. To match the Lean name, $c$ is a function here and not the wave speed. The first equation gives $g'(k)=g(k)-c(k)$. Subtracting the second equation from the first one taken at $k+2$ gives $c(k+2)=c(k)$.

Conversely, if $c$ has period two, then $c(j+n)=c(j-n)$, because the arguments differ by $2n$. The added and subtracted terms cancel, and the field is unchanged.

The freedom thus consists of two constants, $c(0)$ and $c(1)$, one for each parity of $j+n$. The continuum d'Alembert formula leaves only one. The argument uses only addition and subtraction, so the theorem drops the real scalars on $V$.

```lean
omit [Module ℝ V] in
/-- Two pairs of profiles give the same field if and only if they differ by a function of
period two that is added to the right-mover and subtracted from the left-mover. -/
theorem profiles_unique {f g f' g' : ℤ → V} :
    (∀ n j, f' (j - n) + g' (j + n) = f (j - n) + g (j + n)) ↔
      ∃ c : ℤ → V, (∀ k, c (k + 2) = c k) ∧ (∀ k, f' k = f k + c k) ∧
        ∀ k, g' k = g k - c k := by
  constructor
  · intro h
    -- compare the fields at times 0 and 1
    have h0 : ∀ k, f' k + g' k = f k + g k := by
      intro k
      have e := h 0 k
      rwa [sub_zero, add_zero] at e
    have h1 : ∀ k, f' k + g' (k + 2) = f k + g (k + 2) := by
      intro k
      have e := h 1 (k + 1)
      rwa [show k + 1 - 1 = k by ring, show k + 1 + 1 = k + 2 by ring] at e
    have hc : ∀ k, f' (k + 2) - f (k + 2) = f' k - f k := by
      intro k
      linear_combination (norm := module) h0 (k + 2) - h1 k
    have hf : ∀ k, f' k = f k + (f' k - f k) := by
      intro k
      abel
    have hg : ∀ k, g' k = g k - (f' k - f k) := by
      intro k
      linear_combination (norm := module) h0 k
    exact ⟨fun k => f' k - f k, hc, hf, hg⟩
  · rintro ⟨c, hc, hf, hg⟩ n j
    have e := const_of_step (φ := fun k => c (j - n + 2 * k)) (fun k => by
      have e := hc (j - n + 2 * k)
      rw [show j - n + 2 * k + 2 = j - n + 2 * (k + 1) by ring] at e
      exact e) n
    simp only [mul_zero, add_zero] at e
    rw [show j - n + 2 * n = j + n by ring] at e
    rw [hf, hg, e]
    abel
```

The pulse above illustrates this freedom. The explicit formulas in the proof of `leapfrog_one_iff_dAlembert` do not return $f=g=\delta$. They give $f(0)=2$ and $g(0)=0$, with $f=1$ and $g=-1$ at the other even integers and zero at the odd ones. This is $\delta+c$ and $\delta-c$, where $c$ is $1$ on even and $0$ on odd integers.

## Sampled continuum waves

Let $c$ again be the wave speed, and take the wave $F(x-ct)+G(x+ct)$. If $c\tau=h$, its arguments at the grid points are

$$jh-cn\tau=(j-n)h,\qquad jh+cn\tau=(j+n)h.$$

The samples therefore have the d'Alembert form with $f(k)=F(kh)$ and $g(k)=G(kh)$, and by the equivalence they solve the scheme at $C=1$. There is no truncation error, however coarse the grid.

The hypothesis `hh : c * τ = h` says that the wave crosses one cell per time step. The theorem runs in one direction, from this condition to exactness. It allows arbitrary functions $F$ and $G$; for the expression to solve the wave equation in the classical sense, twice differentiable real functions suffice. In the proof, `push_cast` converts the integer differences and sums to real numbers before `ring` compares the arguments.

```lean
/-- If a wave of speed `c` crosses exactly one cell `h` per time step `τ`, the grid samples of
any continuum d'Alembert wave `F (x - c t) + G (x + c t)` satisfy the scheme without error. -/
theorem samples_exact (F G : ℝ → V) {c τ h : ℝ} (hh : c * τ = h) :
    Leapfrog 1 (fun n j : ℤ => F (j * h - c * (n * τ)) + G (j * h + c * (n * τ))) := by
  subst hh
  refine leapfrog_one_iff_dAlembert.mpr
    ⟨fun k => F (k * (c * τ)), fun k => G (k * (c * τ)), fun n j => ?_⟩
  have e1 : (j : ℝ) * (c * τ) - c * (n * τ) = ((j - n : ℤ) : ℝ) * (c * τ) := by
    push_cast
    ring
  have e2 : (j : ℝ) * (c * τ) + c * (n * τ) = ((j + n : ℤ) : ℝ) * (c * τ) := by
    push_cast
    ring
  simp only [e1, e2]
```

## Which Courant numbers carry every profile one cell per step

Consider a field $u(n,j)=f(j-n)$ that moves one cell to the right per time step, and ask for which $C$ the scheme accepts every real profile $f$. Take the unit pulse $f=\delta$ and look at $(n,j)=(0,1)$, the site just ahead of it. There

$$u(1,1)-2u(0,1)+u(-1,1)=1-0+0=1,$$
$$C^2\,[\,u(0,2)-2u(0,1)+u(0,0)\,]=C^2\,[\,0-0+1\,]=C^2,$$

so $C^2=1$. Conversely, if $C^2=1$, both sides of the scheme equal $f(j-n-1)-2f(j-n)+f(j-n+1)$ for every $f$.

For a positive Courant number the condition is $C=1$. The quantifier over all profiles matters, since a constant profile solves the scheme for every $C$. The theorem concerns motion by one cell per step; it makes no statement about profiles that move at the physical rate of $C$ cells per step when $C\neq1$. In the proof, `norm_num` evaluates the pulse at the six stencil entries, and `module` checks the converse.

```lean
/-- Every real lattice profile moving one cell per time step solves the leapfrog scheme if and
only if the squared Courant number is one. -/
theorem all_profiles_travel_iff {C : ℝ} :
    (∀ f : ℤ → ℝ, Leapfrog C (fun n j => f (j - n))) ↔ C ^ 2 = 1 := by
  constructor
  · intro h
    -- test the scheme just ahead of a unit pulse
    have e := h (fun k => if k = 0 then 1 else 0) 0 1
    norm_num at e
    linarith
  · intro hC f n j
    simp only [hC, one_smul]
    rw [show j - (n + 1) = j - 1 - n by ring, show j - (n - 1) = j + 1 - n by ring]
    module

end MagicTimeStep
```

```lean
#print axioms MagicTimeStep.leapfrog_one_iff_dAlembert
#print axioms MagicTimeStep.profiles_unique
#print axioms MagicTimeStep.samples_exact
#print axioms MagicTimeStep.all_profiles_travel_iff
```

```
'MagicTimeStep.leapfrog_one_iff_dAlembert' depends on axioms: [propext, Classical.choice, Quot.sound]
'MagicTimeStep.profiles_unique' depends on axioms: [propext, Quot.sound]
'MagicTimeStep.samples_exact' depends on axioms: [propext, Classical.choice, Quot.sound]
'MagicTimeStep.all_profiles_travel_iff' depends on axioms: [propext, Classical.choice, Quot.sound]
```
